# A polynomial number of contracted parameters becomes negligible beside the determinant count of a half-filled active space

## Do contracted parameters vanish in number beside the reference?

I would like to treat a determinant as nothing more than a pair of sets: the active orbitals occupied by spin-up electrons, and those occupied by spin-down electrons. With $2k$ electrons in $2k$ active orbitals, $k$ of each spin, the complete active space then has $\binom{2k}{k}^2$ determinants.

In a fully internally contracted multireference CI with single and double excitations, the excitation operators act on the reference function as a whole. If the core and virtual spaces grow at most polynomially with $k$, I expect the number of contracted parameters to grow only polynomially too. It should therefore become negligible beside the length of the reference: for every real polynomial $p$,

$$\frac{p(k)}{\binom{2k}{k}^2}\longrightarrow 0\qquad (k\to\infty).$$

How is this shown rigorously, and can the argument be machine-checked, including the determinant count itself?

## Occupied sets, operator labels and the growth rate 16

A pair of occupied sets is enough, because the shapes of the orbitals and the sign of a determinant play no part in counting. The contracted side needs a similar choice: a two-body excitation operator, summed over spin, is represented by its label, an ordered quadruple of spatial orbitals. Both sides of the comparison are then sizes of finite sets.

Write $L(k)$ for the number of determinants. The claim holds, and there is room to spare: $p(k)\,r^k/L(k)\to0$ for every real $r$ with $|r|<16$. The original claim is the case $r=1$. At $r=16$ the limit already fails for the constant polynomial $p=1$.

### Bounding the determinant count from both sides

There are $\binom{2k}{k}$ ways to choose the spin-up orbitals and, independently, $\binom{2k}{k}$ ways to choose the spin-down orbitals. Hence

$$L(k)=\binom{2k}{k}^2.$$

For the bounds, start from

$$\sum_{j=0}^{2k}\binom{2k}{j}=2^{2k}=4^k.$$

The central coefficient is one of the nonnegative terms, so $\binom{2k}{k}\le4^k$. Squaring gives $L(k)\le16^k$ for all $k\ge0$.

The central coefficient is also the largest term. Indeed,

$$\frac{\binom{2k}{j+1}}{\binom{2k}{j}}=\frac{2k-j}{j+1}\ge1\qquad\text{for }0\le j<k,$$

so the coefficients do not decrease up to $j=k$, and by symmetry they do not increase afterwards. Now let $k\ge1$. The two end terms add up to $2$, which is at most $\binom{2k}{k}$. Counting them together as one term leaves $2k$ terms, none larger than the central coefficient. Therefore

$$4^k\le2k\binom{2k}{k},\qquad\text{and after squaring}\qquad 16^k\le4k^2L(k).$$

### From the lower bound to the limit

Next, $k^n s^k\to0$ for every fixed natural number $n$ and every real $s$ with $|s|<1$. If $s=0$, all terms with $k\ge1$ vanish. Otherwise the ratio of the absolute values of successive terms is

$$\left(1+\frac1k\right)^n|s|\longrightarrow|s|<1.$$

From some $k$ onwards this ratio stays below a fixed number less than one, so the terms decay at least geometrically. A polynomial is a finite sum of monomials, so $q(k)s^k\to0$ for every real polynomial $q$.

Given $p$ and $|r|<16$, set $q(x)=4x^2p(x)$. For $k\ge1$ the lower bound on $L(k)$ is an upper bound on its reciprocal, $1/L(k)\le4k^2/16^k$, and so

$$\left|\frac{p(k)r^k}{L(k)}\right|\le|p(k)r^k|\,\frac{4k^2}{16^k}=\left|q(k)\left(\frac r{16}\right)^k\right|\longrightarrow0.$$

At $r=16$ the upper bound $L(k)\le16^k$ gives $16^k/L(k)\ge1$ for every $k$, so this sequence cannot tend to zero.

Finally, let the number of core orbitals be $ck$ and the number of virtual orbitals $vk$, with fixed natural numbers $c$ and $v$. There are $(c+2+v)k$ orbitals in all, and hence $(c+2+v)^4k^4$ quadruples. This is a polynomial in $k$, so its ratio to $L(k)$ tends to zero. These labels are for the double excitations. Labelling the single excitations separately adds at most one label for each ordered pair of orbitals, $(c+2+v)^2k^2$ in all, which does not change the limit.

The limit says nothing about small active spaces. With $c=v=1$ and $k=2$ there are $8^4=4096$ labels and only $36$ determinants. At $k=8$ there are $1\,048\,576$ labels and $165\,636\,900$ determinants.

### The complete Lean file

```lean
import Mathlib

open Filter Topology Polynomial

namespace ContractedReferenceScaling

/-- The determinants of `2k` active orbitals with `k` electrons of each spin: a pair of
`k`-element sets of occupied orbitals, one for spin up and one for spin down. -/
def determinants (k : ℕ) : Finset (Finset (Fin (2 * k)) × Finset (Fin (2 * k))) :=
  Finset.powersetCard k Finset.univ ×ˢ Finset.powersetCard k Finset.univ

/-- The reference length: the number of determinants in the active space. -/
def referenceLength (k : ℕ) : ℕ := (determinants k).card

/-- Ordered quadruples `(p, q, r, s)` of indices of `m` spatial orbitals, used as labels of
spin-summed two-body excitation operators. -/
abbrev ContractedLabel (m : ℕ) : Type := Fin m × Fin m × Fin m × Fin m

/-- The reference has `binom(2k, k) ^ 2` determinants. -/
theorem referenceLength_eq (k : ℕ) : referenceLength k = (Nat.choose (2 * k) k) ^ 2 := by
  simp [referenceLength, determinants, Finset.card_product, Finset.card_powersetCard, sq]

/-- The active space always contains at least one determinant. -/
theorem referenceLength_pos (k : ℕ) : 0 < referenceLength k := by
  rw [referenceLength_eq]
  exact pow_pos (Nat.choose_pos (by omega)) 2

/-- The reference length is at least `16 ^ k / (4 k ^ 2)`, written without division. -/
theorem sixteen_pow_le (k : ℕ) (hk : 0 < k) :
    16 ^ k ≤ 4 * k ^ 2 * referenceLength k := by
  have h := Nat.four_pow_le_two_mul_self_mul_centralBinom k hk
  rw [Nat.centralBinom_eq_two_mul_choose] at h
  calc 16 ^ k = (4 ^ k) ^ 2 := by
        rw [show (16 : ℕ) = 4 * 4 by norm_num, mul_pow, sq]
    _ ≤ (2 * k * Nat.choose (2 * k) k) ^ 2 := Nat.pow_le_pow_left h 2
    _ = 4 * k ^ 2 * referenceLength k := by rw [referenceLength_eq]; ring

/-- The reference length is at most `16 ^ k`. -/
theorem referenceLength_le (k : ℕ) : referenceLength k ≤ 16 ^ k := by
  have h : Nat.choose (2 * k) k ≤ 4 ^ k := by
    have h2 := Nat.choose_le_two_pow (2 * k) k
    rwa [pow_mul, show (2 : ℕ) ^ 2 = 4 by norm_num] at h2
  calc referenceLength k = (Nat.choose (2 * k) k) ^ 2 := referenceLength_eq k
    _ ≤ (4 ^ k) ^ 2 := Nat.pow_le_pow_left h 2
    _ = 16 ^ k := by rw [show (16 : ℕ) = 4 * 4 by norm_num, mul_pow, sq]

/-- A polynomial times a geometric sequence of ratio below one in modulus tends to zero. -/
theorem tendsto_eval_mul_pow (p : ℝ[X]) {s : ℝ} (hs : |s| < 1) :
    Tendsto (fun k : ℕ => p.eval (k : ℝ) * s ^ k) atTop (𝓝 0) := by
  refine Polynomial.induction_on' p ?_ ?_
  · intro p q hp hq
    simpa only [eval_add, add_mul, add_zero] using hp.add hq
  · intro n a
    simpa only [eval_monomial, mul_assoc, mul_zero] using
      (tendsto_pow_const_mul_const_pow_of_abs_lt_one n hs).const_mul a

/-- Even a polynomial times `r ^ k` is negligible beside the reference length,
as long as `|r| < 16`. -/
theorem tendsto_eval_mul_pow_div_referenceLength (p : ℝ[X]) {r : ℝ} (hr : |r| < 16) :
    Tendsto (fun k : ℕ => p.eval (k : ℝ) * r ^ k / (referenceLength k : ℝ))
      atTop (𝓝 0) := by
  have hs : |r / 16| < 1 := by
    rw [abs_lt] at hr ⊢
    constructor <;> linarith [hr.1, hr.2]
  -- the factor `4 k ^ 2` from the lower bound is absorbed into the polynomial
  obtain ⟨q, hq⟩ : ∃ q : ℝ[X], ∀ x : ℝ, q.eval x = 4 * x ^ 2 * p.eval x :=
    ⟨C 4 * X ^ 2 * p, fun x => by simp only [eval_mul, eval_C, eval_pow, eval_X]⟩
  have h : Tendsto (fun k : ℕ => |q.eval (k : ℝ) * (r / 16) ^ k|) atTop (𝓝 0) := by
    simpa only [abs_zero] using (tendsto_eval_mul_pow q hs).abs
  refine squeeze_zero_norm' ?_ h
  filter_upwards [eventually_gt_atTop 0] with k hk
  have hL : (0 : ℝ) < referenceLength k := by exact_mod_cast referenceLength_pos k
  have hb : (16 : ℝ) ^ k ≤ 4 * (k : ℝ) ^ 2 * referenceLength k := by
    exact_mod_cast sixteen_pow_le k hk
  -- the lower bound on the length is an upper bound on its reciprocal
  have key : 1 / (referenceLength k : ℝ) ≤ 4 * (k : ℝ) ^ 2 / 16 ^ k := by
    rw [div_le_div_iff₀ hL (by positivity)]
    linarith
  have e : q.eval (k : ℝ) * (r / 16) ^ k
      = (p.eval (k : ℝ) * r ^ k) * (4 * (k : ℝ) ^ 2 / 16 ^ k) := by
    rw [hq, div_pow]
    ring
  rw [Real.norm_eq_abs]
  calc |p.eval (k : ℝ) * r ^ k / (referenceLength k : ℝ)|
      = |p.eval (k : ℝ) * r ^ k| * (1 / (referenceLength k : ℝ)) := by
        rw [abs_div, abs_of_pos hL]
        ring
    _ ≤ |p.eval (k : ℝ) * r ^ k| * (4 * (k : ℝ) ^ 2 / 16 ^ k) :=
        mul_le_mul_of_nonneg_left key (abs_nonneg _)
    _ = |q.eval (k : ℝ) * (r / 16) ^ k| := by
        rw [e, abs_mul _ (4 * (k : ℝ) ^ 2 / 16 ^ k),
          abs_of_nonneg (show 0 ≤ 4 * (k : ℝ) ^ 2 / 16 ^ k by positivity)]

/-- The ratio of `16 ^ k` to the reference length does not tend to zero. -/
theorem not_tendsto_sixteen_pow_div :
    ¬ Tendsto (fun k : ℕ => (16 : ℝ) ^ k / (referenceLength k : ℝ)) atTop (𝓝 0) := by
  intro h
  have h1 : (1 : ℝ) ≤ 0 := ge_of_tendsto' h fun k => by
    have hL : (0 : ℝ) < referenceLength k := by exact_mod_cast referenceLength_pos k
    rw [one_le_div hL]
    exact_mod_cast referenceLength_le k
  linarith

/-- Every polynomial in `k` becomes negligible beside the number of determinants in the
reference with `2k` electrons in `2k` orbitals. -/
theorem tendsto_polynomial_div_referenceLength (p : ℝ[X]) :
    Tendsto (fun k : ℕ => p.eval (k : ℝ) / (referenceLength k : ℝ)) atTop (𝓝 0) := by
  simpa only [one_pow, mul_one] using
    tendsto_eval_mul_pow_div_referenceLength p (r := 1) (by norm_num)

/-- A number of parameters that is eventually bounded by a polynomial in `k` becomes
negligible beside the reference length. -/
theorem tendsto_parameters_div_referenceLength (n : ℕ → ℕ) (p : ℝ[X])
    (hn : ∀ᶠ k : ℕ in atTop, (n k : ℝ) ≤ p.eval (k : ℝ)) :
    Tendsto (fun k : ℕ => (n k : ℝ) / (referenceLength k : ℝ)) atTop (𝓝 0) := by
  refine squeeze_zero' (Eventually.of_forall fun k => by positivity) ?_
    (tendsto_polynomial_div_referenceLength p)
  filter_upwards [hn] with k hk
  exact div_le_div_of_nonneg_right hk (Nat.cast_nonneg _)

/-- With `c k` core, `2k` active and `v k` virtual orbitals, the number of labels of fully
contracted two-body excitations becomes negligible beside the reference length. -/
theorem tendsto_contractedLabels_div_referenceLength (c v : ℕ) :
    Tendsto (fun k : ℕ =>
      (Fintype.card (ContractedLabel (c * k + 2 * k + v * k)) : ℝ) / (referenceLength k : ℝ))
      atTop (𝓝 0) := by
  refine tendsto_parameters_div_referenceLength
    (fun k => Fintype.card (ContractedLabel (c * k + 2 * k + v * k)))
    ((C ((c : ℝ) + 2 + v) * X) ^ 4) (Eventually.of_forall fun k => le_of_eq ?_)
  -- the labels number the fourth power of the orbital count
  simp only [Fintype.card_prod, Fintype.card_fin, eval_pow, eval_mul, eval_C, eval_X]
  push_cast
  ring

end ContractedReferenceScaling
```

```lean
#print axioms ContractedReferenceScaling.not_tendsto_sixteen_pow_div
-- 'ContractedReferenceScaling.not_tendsto_sixteen_pow_div' depends on axioms: [propext, Classical.choice, Quot.sound]
#print axioms ContractedReferenceScaling.tendsto_contractedLabels_div_referenceLength
-- 'ContractedReferenceScaling.tendsto_contractedLabels_div_referenceLength' depends on axioms: [propext, Classical.choice, Quot.sound]
```

### What the theorems say about the active space

The type `Fin (2 * k)` numbers the active orbitals, and a `Finset (Fin (2 * k))` is a set of occupied ones. The definition `determinants k` collects all pairs of such sets with exactly $k$ members each, the first for spin up and the second for spin down. `referenceLength k` is the size of this collection, so the binomial formula is a theorem, `referenceLength_eq`, and not a definition.

The convention is a complete active space with equal numbers of spin-up and spin-down electrons. Determinants are not sorted by total spin or spatial symmetry. A count of configuration state functions of a given spin, or of determinants in one irreducible representation, would be a different quantity.

The type `ℝ[X]` contains the real polynomials, and `p.eval (k : ℝ)` is the value $p(k)$. The expression `Tendsto ... atTop (𝓝 0)` says that a sequence tends to zero as $k$ grows without bound. With these readings, `tendsto_polynomial_div_referenceLength` is the claim in the question. The stronger statement with the factor $r^k$ is `tendsto_eval_mul_pow_div_referenceLength`, whose hypothesis `|r| < 16` limits the exponential growth to less than that of the reference.

In `tendsto_parameters_div_referenceLength`, the parameter count is an arbitrary function `n : ℕ → ℕ`. The hypothesis `hn` requires it to lie below a polynomial from some $k$ onwards. Physically, this stands for a contraction scheme whose operators carry a fixed number of orbital indices while the orbital spaces grow at most polynomially with $k$. The theorem assumes this bound for a general scheme.

For two-body operators the bound is derived, in `tendsto_contractedLabels_div_referenceLength`. Here `ContractedLabel m` is the type of ordered quadruples of $m$ spatial orbitals. The letters `(p, q, r, s)` in its comment are orbital indices, unrelated to the polynomials $p$ and $q$ and the bases $r$ and $s$. All quadruples are counted, including those whose operators annihilate the reference function or give linearly dependent functions. A scheme that removes such redundancies has no more parameters than labels, so the theorem for general `n` applies to it too.

For electronic structure, the result compares the size of a fully contracted two-body expansion with that of its reference, in the model where the active space is half filled and the core and virtual spaces grow in proportion to it. It is a statement about counts and not about computational cost or accuracy. The reference coefficients themselves are not among the contracted parameters: there are still $L(k)$ of them in a full determinant expansion. The work of computing the reference function, or any reduced density matrices used in the contraction, is not counted here.

### How the Lean proof follows the estimates

`referenceLength_eq` counts a product of two families of $k$-element subsets. The rule for the size of a product supplies the square, and `Finset.card_powersetCard` supplies the binomial coefficient. `referenceLength_pos` then shows that $L(k)$ is positive, so every quotient in the limits has a nonzero denominator.

`sixteen_pow_le` takes the inequality $4^k\le2k\binom{2k}{k}$ from Mathlib, where it is called `Nat.four_pow_le_two_mul_self_mul_centralBinom`. Its `calc` block squares both sides and substitutes the determinant count. `referenceLength_le` squares the upper bound in the same way, starting from Mathlib's inequality between a binomial coefficient and a power of two.

`tendsto_eval_mul_pow` is the limit $q(k)s^k\to0$, stated for a polynomial called `p`. The induction principle `Polynomial.induction_on'` reduces it to two cases. For a sum of polynomials the two limits are added, and for a monomial Mathlib's limit for $k^n s^k$ is multiplied by the coefficient.

The main estimate is in `tendsto_eval_mul_pow_div_referenceLength`:

- `hs` turns $|r|<16$ into $|r/16|<1$.
- The `obtain` step constructs the polynomial $q(x)=4x^2p(x)$, and `h` states that $|q(k)(r/16)^k|$ tends to zero.
- `squeeze_zero_norm'` reduces the goal to an inequality that holds for all sufficiently large $k$, and `filter_upwards` restricts attention to $k>0$, where the lower bound is available.
- `key` is the reciprocal bound $1/L(k)\le4k^2/16^k$, and `e` is the identity that gathers the factors into $q(k)(r/16)^k$.
- The final `calc` block is the displayed chain of estimates from the derivation.

`not_tendsto_sixteen_pow_div` argues by contradiction. If $16^k/L(k)$ tended to zero, then `ge_of_tendsto'` would carry the bound $16^k/L(k)\ge1$ over to the limit and give $1\le0$.

The remaining theorems are applications. `tendsto_polynomial_div_referenceLength` sets $r=1$. `tendsto_parameters_div_referenceLength` squeezes the nonnegative parameter ratio between zero and the polynomial ratio. The theorem on labels supplies the polynomial $((c+2+v)x)^4$, and its last lines check that the value at $x=k$ is exactly the number of quadruples.
